# The Le Chatelier–Braun hierarchy for a positive definite stiffness matrix

## Clamped and relaxed responses

Suppose a diagonal elastic compliance, the strain component per unit of its own stress component, is computed twice, first with the internal coordinates of the crystal clamped and then with them relaxed, and the relaxed value comes out smaller. Without a known ordering, this could pass for a property of the material. In a stable harmonic model it can only be an error.

Let $H$ be the Hessian of the energy at equilibrium and $f$ an applied force, so that a displacement $x$ has energy $\tfrac12 x^THx-f^Tx$. Only the variables in a set $A$ may relax; the others stay at zero. Write $H_A$ for the block of $H$ with rows and columns in $A$.

## The inequality and its reading

For positive definite $H$, $A\subseteq B$ and $i\in A$, the theorem `le_chatelier_braun` states

$$\frac1{H_{ii}}\le (H_A^{-1})_{ii}\le (H_B^{-1})_{ii}.$$

The finite type `n` labels the variables, and `A` and `B` are finite sets of them. `block H A` is $H_A$, and `⟨i, hi⟩` is $i$ regarded as a member of $A$. `displacement H A f` is the relaxed displacement $u_A$, extended by zero, and `response H A f` is $R_A=f^Tu_A$. The unit force on $i$ is `Pi.single i 1`.

The hypothesis `H.PosDef` includes symmetry. Every theorem in the file that compares two responses assumes it, even where the comment above the theorem does not repeat it. Physically, it says that the equilibrium is a minimum with positive curvature in every direction, so zero modes such as rigid translations must be removed first.

The Le Chatelier–Braun principle is often told as a story about how a disturbed equilibrium shifts over time. What is proved here is a static comparison of linear response coefficients for finitely many variables and a constant $H$; anharmonicity and dynamics do not enter.

## Derivation from force balance

**Solvability.** If $H_Av=0$ with $v\ne0$, extend $v$ by zero to $x\neq 0$. Then $x^THx=v^TH_Av=0$, which contradicts positive definiteness. So $H_A$ is invertible, and $u_A$ satisfies $(Hu_A)_j=f_j$ for $j\in A$.

**The gain in response.** Since $u_A$ vanishes outside $A$, $u_B$ vanishes outside $B$, and $A\subseteq B$, force balance gives

$$u_B^THu_B=R_B,\qquad u_A^THu_B=R_A,\qquad u_A^THu_A=R_A.$$

By symmetry $u_B^THu_A=R_A$ as well. With $w=u_B-u_A$,

$$w^THw=R_B-R_A-R_A+R_A=R_B-R_A\ge0.$$

**Equality.** If $R_A=R_B$, then $w=0$, so $u_A$ balances $f$ on all of $B$. Conversely, if $u_A$ does so, $Hw$ vanishes on $B$, where $w$ lives, and $w^THw=0$.

**Unit force.** For $f=e_i$, $R_A=(H_A^{-1})_{ii}$. If only $i$ relaxes, $u=te_i$ with $H_{ii}t=1$, so the response is $1/H_{ii}$. Applying the inequality to $\{i\}\subseteq A\subseteq B$ gives the hierarchy.

**No softening.** The displacement $e_i/H_{ii}$ produces the restoring force $-H_{ji}/H_{ii}$ on $j$. It balances $e_i$ on $B$ exactly when $H_{ji}=0$ for every $j\in B$ with $j\ne i$. Only then does the response with $B$ relaxed equal $1/H_{ii}$.

## An unstable counter-example

Without positive definiteness the ordering can fail. Take

$$H=\begin{pmatrix}1&2\\2&1\end{pmatrix},\qquad H^{-1}=\frac13\begin{pmatrix}-1&2\\2&-1\end{pmatrix}.$$

This $H$ is symmetric but has the eigenvalue $-1$. When the second variable is freed as well, force balance changes the first one's response from $1$ to $-1/3$. The balance point is then a saddle of the energy, so the system would not relax to it.

## The Lean file

```lean
import Mathlib

open Matrix

namespace LeChatelierBraun

noncomputable section

variable {n : Type*} [Fintype n] [DecidableEq n]

/-- The stiffness matrix of the variables in `A`, all others being held fixed. -/
def block (H : Matrix n n ℝ) (A : Finset n) : Matrix A A ℝ :=
  H.submatrix Subtype.val Subtype.val

/-- A displacement of the variables in `A`, extended by zero to the clamped variables. -/
def clamped (A : Finset n) (v : A → ℝ) : n → ℝ :=
  fun j => if h : j ∈ A then v ⟨j, h⟩ else 0

/-- The displacement under the force `f` when only the variables in `A` may relax; this reading
requires the block of `H` on `A` to be invertible. -/
def displacement (H : Matrix n n ℝ) (A : Finset n) (f : n → ℝ) : n → ℝ :=
  clamped A ((block H A)⁻¹ *ᵥ fun k : A => f k)

/-- The response to the force `f` with the variables in `A` relaxed: the force paired with
the displacement it causes, for stiffness matrices whose block on `A` is invertible. -/
def response (H : Matrix n n ℝ) (A : Finset n) (f : n → ℝ) : ℝ :=
  f ⬝ᵥ displacement H A f

/-- On the relaxed variables, the restoring force of a clamped displacement is given by
the block of the stiffness matrix. -/
theorem mulVec_clamped (H : Matrix n n ℝ) {A : Finset n} (v : A → ℝ) (i : A) :
    (H *ᵥ clamped A v) i = (block H A *ᵥ v) i := by
  simp only [Matrix.mulVec, dotProduct]
  have h := Finset.sum_subset (Finset.subset_univ A)
    (f := fun j => H i j * clamped A v j) (fun j _ hj => by simp [clamped, hj])
  refine h.symm.trans ((Finset.sum_coe_sort A _).symm.trans ?_)
  exact Finset.sum_congr rfl fun k _ => by simp [clamped, block]

/-- Two forces that agree on `A` do the same work on a displacement that vanishes
outside `A`. -/
theorem work_congr {A : Finset n} {y g f : n → ℝ} (hy : ∀ j, j ∉ A → y j = 0)
    (hg : ∀ j ∈ A, g j = f j) : y ⬝ᵥ g = y ⬝ᵥ f := by
  unfold dotProduct
  refine Finset.sum_congr rfl fun j _ => ?_
  by_cases h : j ∈ A
  · rw [hg j h]
  · rw [hy j h, zero_mul, zero_mul]

/-- For a positive definite stiffness matrix, the restoring force balances the applied
force on every relaxed variable. -/
theorem force_balance {H : Matrix n n ℝ} (hH : H.PosDef) {A : Finset n} (f : n → ℝ)
    {j : n} (hj : j ∈ A) : (H *ᵥ displacement H A f) j = f j := by
  -- a null vector of the block would be a displacement of zero energy
  have hdet : (block H A).det ≠ 0 := by
    intro h
    obtain ⟨v, hv, hv0⟩ := Matrix.exists_mulVec_eq_zero_iff.mpr h
    have hx : clamped A v ≠ 0 := fun h0 => hv (by
      ext k
      have hk := congrFun h0 k.1
      simpa [clamped] using hk)
    have hp := hH.dotProduct_mulVec_pos hx
    have hz : clamped A v ⬝ᵥ H *ᵥ clamped A v = clamped A v ⬝ᵥ 0 :=
      work_congr (A := A) (fun j hj => dif_neg hj)
        (fun j hj => (mulVec_clamped H v ⟨j, hj⟩).trans (congrFun hv0 _))
    rw [star_trivial, hz, dotProduct_zero] at hp
    exact lt_irrefl _ hp
  have h := mulVec_clamped H ((block H A)⁻¹ *ᵥ fun k : A => f k) ⟨j, hj⟩
  rw [Matrix.mulVec_mulVec, Matrix.mul_nonsing_inv _ (isUnit_iff_ne_zero.mpr hdet),
    Matrix.one_mulVec] at h
  exact h

/-- The gain in response on relaxing `B` instead of `A` is the quadratic form of the
stiffness matrix at the difference of the two displacements. -/
theorem response_sub {H : Matrix n n ℝ} (hH : H.PosDef) {A B : Finset n} (hAB : A ⊆ B)
    (f : n → ℝ) : response H B f - response H A f =
      (displacement H B f - displacement H A f) ⬝ᵥ
        H *ᵥ (displacement H B f - displacement H A f) := by
  have hT : Hᵀ = H := by
    ext i j
    simpa using hH.isHermitian.apply i j
  have hBB : displacement H B f ⬝ᵥ H *ᵥ displacement H B f = displacement H B f ⬝ᵥ f :=
    work_congr (A := B) (fun j hj => dif_neg hj) (fun j hj => force_balance hH f hj)
  have hAB' : displacement H A f ⬝ᵥ H *ᵥ displacement H B f = displacement H A f ⬝ᵥ f :=
    work_congr (A := A) (fun j hj => dif_neg hj) (fun j hj => force_balance hH f (hAB hj))
  have hAA : displacement H A f ⬝ᵥ H *ᵥ displacement H A f = displacement H A f ⬝ᵥ f :=
    work_congr (A := A) (fun j hj => dif_neg hj) (fun j hj => force_balance hH f hj)
  -- reciprocity of the cross terms
  have hsym : displacement H B f ⬝ᵥ H *ᵥ displacement H A f =
      displacement H A f ⬝ᵥ H *ᵥ displacement H B f := by
    rw [Matrix.dotProduct_mulVec (displacement H B f), ← Matrix.mulVec_transpose, hT,
      dotProduct_comm]
  rw [Matrix.mulVec_sub, sub_dotProduct, dotProduct_sub, dotProduct_sub, hsym, hBB, hAB',
    hAA, response, response, dotProduct_comm f, dotProduct_comm f]
  ring

/-- Relaxing more variables never lowers the response to any given force. -/
theorem response_mono {H : Matrix n n ℝ} (hH : H.PosDef) {A B : Finset n} (hAB : A ⊆ B)
    (f : n → ℝ) : response H A f ≤ response H B f := by
  have h := hH.posSemidef.dotProduct_mulVec_nonneg (displacement H B f - displacement H A f)
  rw [star_trivial, ← response_sub hH hAB f] at h
  linarith

/-- Relaxing `B` instead of `A` leaves the response unchanged exactly when the displacement
on `A` already balances the applied force on all of `B`. -/
theorem response_eq_iff {H : Matrix n n ℝ} (hH : H.PosDef) {A B : Finset n} (hAB : A ⊆ B)
    (f : n → ℝ) : response H A f = response H B f ↔
      ∀ j ∈ B, (H *ᵥ displacement H A f) j = f j := by
  have hgap := response_sub hH hAB f
  constructor
  · intro h j hj
    have hw : displacement H B f - displacement H A f = 0 := by
      by_contra hne
      have hp := hH.dotProduct_mulVec_pos hne
      rw [star_trivial, ← hgap] at hp
      linarith
    rw [← sub_eq_zero.mp hw]
    exact force_balance hH f hj
  · intro h
    -- the two restoring forces agree on `B`, where the difference lives
    have hz := work_congr (A := B) (y := displacement H B f - displacement H A f)
      (g := H *ᵥ displacement H B f) (f := H *ᵥ displacement H A f)
      (fun j hj => by
        have hjA : j ∉ A := fun h' => hj (hAB h')
        simp [displacement, clamped, hj, hjA])
      (fun j hj => (force_balance hH f hj).trans (h j hj).symm)
    rw [Matrix.mulVec_sub, dotProduct_sub, hz, sub_self] at hgap
    linarith

/-- The response to a unit force on a relaxed variable `i` is the `(i, i)` entry of the
inverse block. -/
theorem response_single (H : Matrix n n ℝ) {A : Finset n} {i : n} (hi : i ∈ A) :
    response H A (Pi.single i 1) = (block H A)⁻¹ ⟨i, hi⟩ ⟨i, hi⟩ := by
  have h : (fun k : A => (Pi.single i 1 : n → ℝ) k) = Pi.single ⟨i, hi⟩ 1 := by
    ext k
    simp [Pi.single_apply, Subtype.ext_iff]
  rw [response, displacement, h]
  simp [clamped, hi]

/-- If only `i` may relax, a unit force on `i` displaces it by the inverse of its own
stiffness. -/
theorem displacement_singleton {H : Matrix n n ℝ} (hH : H.PosDef) (i : n) :
    displacement H {i} (Pi.single i 1) = Pi.single i (H i i)⁻¹ := by
  have hu : displacement H {i} (Pi.single i 1) =
      Pi.single i (displacement H {i} (Pi.single i 1) i) := by
    ext j
    by_cases hj : j = i
    · rw [hj, Pi.single_eq_same]
    · rw [Pi.single_eq_of_ne hj]
      exact dif_neg (by simpa using hj)
  have hb := force_balance hH (Pi.single i 1) (Finset.mem_singleton_self i)
  rw [hu] at hb
  simp only [Matrix.mulVec, dotProduct_single, Pi.single_eq_same] at hb
  exact hu.trans (congrArg (Pi.single i) (eq_inv_of_mul_eq_one_right hb))

/-- Le Chatelier-Braun hierarchy: the response of `i` to its own force is at least `1 / H i i`
and does not decrease when the set of relaxed variables grows from `A` to `B`. -/
theorem le_chatelier_braun {H : Matrix n n ℝ} (hH : H.PosDef) {A B : Finset n}
    (hAB : A ⊆ B) {i : n} (hi : i ∈ A) :
    1 / H i i ≤ (block H A)⁻¹ ⟨i, hi⟩ ⟨i, hi⟩ ∧
      (block H A)⁻¹ ⟨i, hi⟩ ⟨i, hi⟩ ≤ (block H B)⁻¹ ⟨i, hAB hi⟩ ⟨i, hAB hi⟩ := by
  have h1 : response H {i} (Pi.single i 1) = 1 / H i i := by
    rw [response, displacement_singleton hH]
    simp
  rw [← h1, ← response_single H hi, ← response_single H (hAB hi)]
  exact ⟨response_mono hH (Finset.singleton_subset_iff.mpr hi) _, response_mono hH hAB _⟩

/-- The response of `i` with `B` relaxed equals `1 / H i i` exactly when `i` is uncoupled
from every other variable in `B`. -/
theorem no_softening_iff {H : Matrix n n ℝ} (hH : H.PosDef) {B : Finset n} {i : n}
    (hi : i ∈ B) : 1 / H i i = (block H B)⁻¹ ⟨i, hi⟩ ⟨i, hi⟩ ↔
      ∀ j ∈ B, j ≠ i → H j i = 0 := by
  have h1 : response H {i} (Pi.single i 1) = 1 / H i i := by
    rw [response, displacement_singleton hH]
    simp
  have hne : H i i ≠ 0 := (hH.diag_pos (i := i)).ne'
  have hm : ∀ j, (H *ᵥ Pi.single i (H i i)⁻¹) j = H j i * (H i i)⁻¹ := fun j => by
    simp only [Matrix.mulVec, dotProduct_single]
  rw [← h1, ← response_single H hi,
    response_eq_iff hH (Finset.singleton_subset_iff.mpr hi), displacement_singleton hH]
  constructor
  · intro h j hj hji
    have hz := h j hj
    rw [hm, Pi.single_eq_of_ne hji] at hz
    exact (mul_eq_zero.mp hz).resolve_right (inv_ne_zero hne)
  · intro h j hj
    rw [hm]
    by_cases hji : j = i
    · rw [hji, Pi.single_eq_same, mul_inv_cancel₀ hne]
    · rw [h j hj hji, zero_mul, Pi.single_eq_of_ne hji]

end

end LeChatelierBraun
```

```lean
#print axioms LeChatelierBraun.le_chatelier_braun
#print axioms LeChatelierBraun.no_softening_iff
```

```
'LeChatelierBraun.le_chatelier_braun' depends on axioms: [propext, Classical.choice, Quot.sound]
'LeChatelierBraun.no_softening_iff' depends on axioms: [propext, Classical.choice, Quot.sound]
```

## How the proof follows the derivation

`mulVec_clamped` reduces the sum over all variables to a sum over $A$, and `work_congr` says that forces agreeing on $A$ do equal work on a displacement confined to $A$. `force_balance` uses both to rule out a zero determinant by the null-vector argument, then multiplies the block by its inverse.

In `response_sub`, the facts `hBB`, `hAB'` and `hAA` are the three displayed products and `hsym` is the symmetric cross term; `ring` collects them. `response_mono` adds non-negativity. `response_eq_iff` uses strict positivity in one direction and `work_congr` in the other.

`response_single` and `displacement_singleton` treat the unit force. The main theorem rewrites its three quantities as responses and applies `response_mono` twice. `no_softening_iff` applies `response_eq_iff` to $\{i\}\subseteq B$ and reads off the column entries `H j i`.
